# Magnitudes of the principal g values and the sign of their product from traces of doublet moments

Multiply the second state of a Kramers doublet by −1. Nothing physical has happened, yet a diagonal g matrix with entries (g₀, g₁, g₂) turns into one with entries (−g₀, −g₁, g₂). Two correct calculations of the same doublet can therefore report different g matrices, because each picks its own basis in a degenerate pair, and comparing them entry by entry shows disagreements that mean nothing. What is needed are quantities that every choice of basis gives alike.

## Three moments acting on two states

Time reversal reverses a magnetic moment, and on a Kramers doublet a Hermitian operator that is odd under time reversal has zero trace. Each Cartesian moment component is therefore a real combination of Pauli matrices:

μ_a = ½ Σ_b g_ab σ_b

The indices run over 0, 1, 2, standing for x, y, z. The first index of g belongs to the laboratory axes and the second to the pseudospin, so g need not be symmetric. In a field B the Hamiltonian is

H = Σ_a B_a μ_a

The Bohr magneton is absorbed into B, which then carries units of energy. Since H has a plus sign, μ_a is minus the physical moment in Bohr magnetons, and the sign of det g refers to this convention.

In Lean, `moment g a` is μ_a, a complex 2×2 matrix built from a real 3×3 matrix `g`, and `zeeman g B` is H. The form of μ_a is a definition there; the time-reversal argument is the physics behind it. The model is an isolated doublet to first order in the field: mixing with other levels, terms quadratic in B and hyperfine coupling are absent.

## Two traces that see only ggᵀ and det g

For every real g,

2 tr(μ_a μ_b) = (ggᵀ)_ab

det g = −4i tr(μ_0 μ_1 μ_2)

These are `two_trace_moment_mul` and `det_eq_trace`. By hand, start from the product rule

σ_b σ_c = δ_bc 1 + i Σ_d ε_bcd σ_d

where δ_bc is the Kronecker delta and ε_bcd the antisymmetric symbol with ε_012 = 1. Since tr σ_d = 0, it follows that tr(σ_b σ_c) = 2δ_bc and tr(σ_b σ_c σ_d) = 2i ε_bcd. Then

tr(μ_a μ_b) = ¼ Σ_cd g_ac g_bd · 2δ_cd = ½ Σ_c g_ac g_bc = ½ (ggᵀ)_ab

tr(μ_0 μ_1 μ_2) = ⅛ Σ_bcd g_0b g_1c g_2d · 2i ε_bcd = (i/4) det g

Multiplying the last line by −4i gives det g.

A change of doublet basis by a unitary U replaces each μ_a by U μ_a U†. Because U†U = 1 and the trace is cyclic,

tr(U μ_a U† U μ_b U†) = tr(U μ_a μ_b U†) = tr(μ_a μ_b)

and the triple product works the same way. The relation `SameDoublet g g'` says that a single U turns all three moments of g into those of g'. The theorem `SameDoublet.invariants` concludes that g and g' then share ggᵀ and det g.

In electronic-structure work on an isolated Kramers doublet, these traces allow g matrices from different codes or basis choices to be compared without first aligning the states, provided that the laboratory axes, the order of the two indices of g and the sign convention for the moment are the same. A g matrix rebuilt from ggᵀ alone, with all principal values taken as positive, no longer carries the sign of det g.

## Zeeman energies depend on g only through ggᵀ

Put n = gᵀB, that is n_b = Σ_a B_a g_ab. Then H = ½ Σ_b n_b σ_b, with diagonal entries ±n_2/2 and off-diagonal entries (n_0 ∓ i n_1)/2. The secular determinant is

det(H − E) = (n_2/2 − E)(−n_2/2 − E) − (n_0² + n_1²)/4 = E² − (n_0² + n_1² + n_2²)/4

The sum of squares is BᵀggᵀB, so it is non-negative, and the roots are

E = ±½ √(BᵀggᵀB)

The Lean function `splitting g B` is the square root, the full distance between the two levels. In `zeeman_energies`, a complex number E has a nonzero eigenvector of H exactly when it is one of these two values. At zero field both are 0.

## Principal axes fix magnitudes and leave a sign open

Suppose

ggᵀ = R diag(γ_0², γ_1², γ_2²) Rᵀ, with RᵀR = 1 and γ_i ≥ 0

Such a decomposition exists for every real g by the spectral theorem; `principal_values` takes it as a hypothesis. The columns r_i of R are unit vectors along the principal axes, and the γ_i are the magnitudes of the principal g values. For a field B = r_i,

r_iᵀ ggᵀ r_i = γ_i²

so the splitting is γ_i. Taking determinants gives

(det g)² = (det R)² (γ_0 γ_1 γ_2)² = (γ_0 γ_1 γ_2)²

and hence |det g| = γ_0 γ_1 γ_2.

Rotations of determinant 1, one acting on the laboratory axes and one on the pseudospin, bring g to diagonal form. The diagonal entries are the principal g values with signs, and their product is det g. A change of doublet basis can reverse two of these signs together, as in the opening example, so only the sign of the product is independent of the basis. This sign is further information. Replacing g by −g leaves ggᵀ, and with it every splitting, unchanged, while det(−g) = −det g in three dimensions. When det g ≠ 0, meaning that no principal g value vanishes, the two determinants differ and no unitary basis change can connect the two sets of moments. This is `sign_not_in_splittings`.

## Equal invariants leave only a pseudospin rotation

Let det g ≠ 0, g'g'ᵀ = ggᵀ and det g' = det g. Set R = g⁻¹g', so that g' = gR. This R is a new matrix, unrelated to the principal axes. Then

RRᵀ = g⁻¹ g'g'ᵀ (g⁻¹)ᵀ = g⁻¹ g gᵀ (g⁻¹)ᵀ = 1

and det g · det R = det g' = det g gives det R = 1. The two g matrices differ by a proper rotation of the pseudospin index, as `exists_pseudospin_rotation` states. Turning that rotation into a unitary on the doublet requires the familiar map from SU(2) onto the rotation group, which the file does not formalise.

## The doublet in Lean

```lean
import Mathlib

open Matrix

namespace DoubletGTensor

noncomputable section

/-- The three Pauli matrices, in the order x, y, z. -/
def pauli : Fin 3 → Matrix (Fin 2) (Fin 2) ℂ :=
  ![!![0, 1; 1, 0], !![0, -Complex.I; Complex.I, 0], !![1, 0; 0, -1]]

/-- The magnetic moment component `μ_a = ½ ∑_b g_ab σ_b` of a doublet. -/
def moment (g : Matrix (Fin 3) (Fin 3) ℝ) (a : Fin 3) : Matrix (Fin 2) (Fin 2) ℂ :=
  (1 / 2 : ℂ) • ∑ b, (g a b : ℂ) • pauli b

/-- The Zeeman Hamiltonian `∑_a B_a μ_a` of the doublet in the field `B`. -/
def zeeman (g : Matrix (Fin 3) (Fin 3) ℝ) (B : Fin 3 → ℝ) : Matrix (Fin 2) (Fin 2) ℂ :=
  ∑ a, (B a : ℂ) • moment g a

/-- The quantity `√(Bᵀ g gᵀ B)`. -/
def splitting (g : Matrix (Fin 3) (Fin 3) ℝ) (B : Fin 3 → ℝ) : ℝ :=
  √(B ⬝ᵥ ((g * gᵀ) *ᵥ B))

/-- Two g matrices describe the same moments up to a unitary change of doublet basis. -/
def SameDoublet (g g' : Matrix (Fin 3) (Fin 3) ℝ) : Prop :=
  ∃ U ∈ Matrix.unitaryGroup (Fin 2) ℂ, ∀ a, moment g' a = U * moment g a * Uᴴ

/-- The moment component written out as a two-by-two matrix. -/
theorem moment_eq (g : Matrix (Fin 3) (Fin 3) ℝ) (a : Fin 3) :
    moment g a = !![(g a 2 : ℂ) / 2, ((g a 0 : ℂ) - Complex.I * (g a 1 : ℂ)) / 2;
      ((g a 0 : ℂ) + Complex.I * (g a 1 : ℂ)) / 2, -(g a 2 : ℂ) / 2] := by
  ext i j
  fin_cases i <;> fin_cases j <;> simp [moment, pauli, Fin.sum_univ_three] <;> ring

/-- The traces of products of two moments give the tensor `g gᵀ`. -/
theorem two_trace_moment_mul (g : Matrix (Fin 3) (Fin 3) ℝ) (a b : Fin 3) :
    2 * trace (moment g a * moment g b) = (((g * gᵀ) a b : ℝ) : ℂ) := by
  simp only [moment_eq, Matrix.mul_fin_two, Matrix.trace_fin_two_of, Matrix.mul_apply,
    Matrix.transpose_apply, Fin.sum_univ_three]
  push_cast
  linear_combination (-(g a 1 : ℂ) * (g b 1 : ℂ)) * Complex.I_sq

/-- The trace of the product of the three moments gives the determinant of `g`. -/
theorem det_eq_trace (g : Matrix (Fin 3) (Fin 3) ℝ) :
    (g.det : ℂ) = -4 * Complex.I * trace (moment g 0 * moment g 1 * moment g 2) := by
  have h : trace (moment g 0 * moment g 1 * moment g 2) = Complex.I / 4 * (g.det : ℂ) := by
    simp only [moment_eq, Matrix.mul_fin_two, Matrix.trace_fin_two_of, Matrix.det_fin_three]
    push_cast
    ring
  rw [h]
  linear_combination (g.det : ℂ) * Complex.I_sq

/-- Traces of products of two and of three operators on the doublet are unchanged by a
unitary change of basis. -/
theorem traces_invariant {U : Matrix (Fin 2) (Fin 2) ℂ}
    (hU : U ∈ Matrix.unitaryGroup (Fin 2) ℂ) (X Y Z : Matrix (Fin 2) (Fin 2) ℂ) :
    trace ((U * X * Uᴴ) * (U * Y * Uᴴ)) = trace (X * Y) ∧
    trace ((U * X * Uᴴ) * (U * Y * Uᴴ) * (U * Z * Uᴴ)) = trace (X * Y * Z) := by
  have h : Uᴴ * U = 1 := Matrix.mem_unitaryGroup_iff'.mp hU
  have hm : ∀ P Q : Matrix (Fin 2) (Fin 2) ℂ,
      (U * P * Uᴴ) * (U * Q * Uᴴ) = U * (P * Q) * Uᴴ := by
    intro P Q
    calc (U * P * Uᴴ) * (U * Q * Uᴴ) = U * P * (Uᴴ * U) * Q * Uᴴ := by noncomm_ring
      _ = U * (P * Q) * Uᴴ := by rw [h]; noncomm_ring
  have ht : ∀ P : Matrix (Fin 2) (Fin 2) ℂ, trace (U * P * Uᴴ) = trace P := by
    intro P
    rw [Matrix.trace_mul_comm, ← Matrix.mul_assoc, h, Matrix.one_mul]
  exact ⟨by rw [hm, ht], by rw [hm, hm, ht]⟩

/-- Two g matrices related by a unitary change of doublet basis have the same tensor `g gᵀ`
and the same determinant. -/
theorem SameDoublet.invariants {g g' : Matrix (Fin 3) (Fin 3) ℝ} (h : SameDoublet g g') :
    g' * g'ᵀ = g * gᵀ ∧ g'.det = g.det := by
  obtain ⟨U, hU, h⟩ := h
  constructor
  · ext a b
    have e : (((g' * g'ᵀ) a b : ℝ) : ℂ) = (((g * gᵀ) a b : ℝ) : ℂ) := by
      rw [← two_trace_moment_mul, ← two_trace_moment_mul, h a, h b,
        (traces_invariant hU _ _ 1).1]
    exact_mod_cast e
  · have e : (g'.det : ℂ) = (g.det : ℂ) := by
      rw [det_eq_trace, det_eq_trace, h 0, h 1, h 2, (traces_invariant hU _ _ _).2]
    exact_mod_cast e

/-- The secular determinant of the Zeeman Hamiltonian is `E² - Bᵀ g gᵀ B / 4`. -/
theorem zeeman_secular (g : Matrix (Fin 3) (Fin 3) ℝ) (B : Fin 3 → ℝ) (E : ℂ) :
    (zeeman g B - E • (1 : Matrix (Fin 2) (Fin 2) ℂ)).det
      = E ^ 2 - ((B ⬝ᵥ ((g * gᵀ) *ᵥ B) : ℝ) : ℂ) / 4 := by
  -- the field enters through the effective vector `n = gᵀ B`
  let n : Fin 3 → ℂ := fun b => B 0 * g 0 b + B 1 * g 1 b + B 2 * g 2 b
  have hz : zeeman g B - E • (1 : Matrix (Fin 2) (Fin 2) ℂ)
      = !![n 2 / 2 - E, (n 0 - Complex.I * n 1) / 2;
          (n 0 + Complex.I * n 1) / 2, -n 2 / 2 - E] := by
    ext i j
    fin_cases i <;> fin_cases j <;>
      simp [zeeman, moment_eq, Fin.sum_univ_three, n] <;> ring
  rw [hz, Matrix.det_fin_two_of]
  simp only [n, dotProduct, Matrix.mulVec, Matrix.mul_apply, Matrix.transpose_apply,
    Fin.sum_univ_three]
  push_cast
  linear_combination
    (((B 0 : ℂ) * g 0 1 + B 1 * g 1 1 + B 2 * g 2 1) / 2) ^ 2 * Complex.I_sq

/-- The eigenvalues of the Zeeman Hamiltonian are exactly `±½ √(Bᵀ g gᵀ B)`. -/
theorem zeeman_energies (g : Matrix (Fin 3) (Fin 3) ℝ) (B : Fin 3 → ℝ) (E : ℂ) :
    (∃ v : Fin 2 → ℂ, v ≠ 0 ∧ zeeman g B *ᵥ v = E • v) ↔
      E = (splitting g B : ℂ) / 2 ∨ E = -(splitting g B : ℂ) / 2 := by
  have hQ : 0 ≤ B ⬝ᵥ ((g * gᵀ) *ᵥ B) := by
    have e : B ⬝ᵥ ((g * gᵀ) *ᵥ B) = (B 0 * g 0 0 + B 1 * g 1 0 + B 2 * g 2 0) ^ 2
        + (B 0 * g 0 1 + B 1 * g 1 1 + B 2 * g 2 1) ^ 2
        + (B 0 * g 0 2 + B 1 * g 1 2 + B 2 * g 2 2) ^ 2 := by
      simp only [dotProduct, Matrix.mulVec, Matrix.mul_apply, Matrix.transpose_apply,
        Fin.sum_univ_three]
      ring
    rw [e]
    positivity
  have hs : (splitting g B : ℂ) ^ 2 = ((B ⬝ᵥ ((g * gᵀ) *ᵥ B) : ℝ) : ℂ) := by
    rw [← Complex.ofReal_pow, splitting, Real.sq_sqrt hQ]
  have h1 : (∃ v : Fin 2 → ℂ, v ≠ 0 ∧ zeeman g B *ᵥ v = E • v) ↔
      (zeeman g B - E • (1 : Matrix (Fin 2) (Fin 2) ℂ)).det = 0 := by
    rw [← Matrix.exists_mulVec_eq_zero_iff]
    simp only [Matrix.sub_mulVec, Matrix.smul_mulVec, Matrix.one_mulVec, sub_eq_zero]
  rw [h1, zeeman_secular]
  constructor
  · intro h
    have hf : (E - (splitting g B : ℂ) / 2) * (E + (splitting g B : ℂ) / 2) = 0 := by
      linear_combination h - hs / 4
    rcases mul_eq_zero.mp hf with h | h
    · left; linear_combination h
    · right; linear_combination h
  · rintro (h | h) <;> rw [h] <;> linear_combination hs / 4

/-- If `g gᵀ` has principal axes the columns of `R` and principal values `γ_i²` with `γ_i ≥ 0`, the
splitting in a unit field along axis `i` is `γ_i`, and the product of the `γ_i` is the absolute
value of `det g`. -/
theorem principal_values (g R : Matrix (Fin 3) (Fin 3) ℝ) (γ : Fin 3 → ℝ)
    (hR : Rᵀ * R = 1) (hγ : ∀ i, 0 ≤ γ i)
    (hG : g * gᵀ = R * diagonal (fun i => γ i ^ 2) * Rᵀ) :
    (∀ i, splitting g (fun a => R a i) = γ i) ∧ |g.det| = ∏ i, γ i := by
  constructor
  · intro i
    have hD : Rᵀ * (g * gᵀ) * R = diagonal (fun i => γ i ^ 2) := by
      calc Rᵀ * (g * gᵀ) * R
          = (Rᵀ * R) * diagonal (fun i => γ i ^ 2) * (Rᵀ * R) := by rw [hG]; noncomm_ring
        _ = diagonal (fun i => γ i ^ 2) := by rw [hR, Matrix.one_mul, Matrix.mul_one]
    have hq : (fun a => R a i) ⬝ᵥ ((g * gᵀ) *ᵥ (fun a => R a i))
        = (Rᵀ * (g * gᵀ) * R) i i := by
      rw [Matrix.mul_assoc]
      rfl
    rw [splitting, hq, hD, Matrix.diagonal_apply_eq, Real.sqrt_sq (hγ i)]
  · have hr : R.det * R.det = 1 := by
      have h := congrArg Matrix.det hR
      rwa [Matrix.det_mul, Matrix.det_transpose, Matrix.det_one] at h
    have hd := congrArg Matrix.det hG
    rw [Matrix.det_mul, Matrix.det_mul, Matrix.det_mul, Matrix.det_transpose,
      Matrix.det_transpose, Matrix.det_diagonal, Finset.prod_pow] at hd
    rw [← sq_eq_sq₀ (abs_nonneg _) (Finset.prod_nonneg fun i _ => hγ i), sq_abs]
    linear_combination hd + (∏ i, γ i) ^ 2 * hr

/-- Reversing the sign of `g` leaves the splitting in every field unchanged, but for `det g ≠ 0`
no unitary change of doublet basis connects the two sets of moments. -/
theorem sign_not_in_splittings (g : Matrix (Fin 3) (Fin 3) ℝ) (hg : g.det ≠ 0) :
    (∀ B, splitting (-g) B = splitting g B) ∧ ¬ SameDoublet g (-g) := by
  constructor
  · intro B
    rw [splitting, splitting, Matrix.transpose_neg, neg_mul_neg]
  · intro h
    have hd := h.invariants.2
    rw [Matrix.det_neg, Fintype.card_fin] at hd
    apply hg
    linarith

/-- Two g matrices with the same `g gᵀ` and the same nonzero determinant differ by a proper
rotation acting on the pseudospin index. -/
theorem exists_pseudospin_rotation (g g' : Matrix (Fin 3) (Fin 3) ℝ) (hg : g.det ≠ 0)
    (hG : g' * g'ᵀ = g * gᵀ) (hd : g'.det = g.det) :
    ∃ R : Matrix (Fin 3) (Fin 3) ℝ, R * Rᵀ = 1 ∧ R.det = 1 ∧ g' = g * R := by
  have hu : IsUnit g.det := isUnit_iff_ne_zero.mpr hg
  have h1 : g⁻¹ * g = 1 := Matrix.nonsing_inv_mul g hu
  have h2 : gᵀ * (g⁻¹)ᵀ = 1 := by rw [← Matrix.transpose_mul, h1, Matrix.transpose_one]
  have h3 : g' = g * (g⁻¹ * g') := by
    rw [← Matrix.mul_assoc, Matrix.mul_nonsing_inv g hu, Matrix.one_mul]
  refine ⟨g⁻¹ * g', ?_, ?_, h3⟩
  · calc (g⁻¹ * g') * (g⁻¹ * g')ᵀ = g⁻¹ * (g' * g'ᵀ) * (g⁻¹)ᵀ := by
          rw [Matrix.transpose_mul]; noncomm_ring
      _ = (g⁻¹ * g) * (gᵀ * (g⁻¹)ᵀ) := by rw [hG]; noncomm_ring
      _ = 1 := by rw [h1, h2, Matrix.one_mul]
  · have h4 := congrArg Matrix.det h3
    rw [Matrix.det_mul, hd] at h4
    apply mul_left_cancel₀ hg
    rw [← h4, mul_one]

end

end DoubletGTensor
```

```lean
#print axioms DoubletGTensor.zeeman_energies
-- 'DoubletGTensor.zeeman_energies' depends on axioms: [propext, Classical.choice, Quot.sound]
#print axioms DoubletGTensor.principal_values
-- 'DoubletGTensor.principal_values' depends on axioms: [propext, Classical.choice, Quot.sound]
#print axioms DoubletGTensor.sign_not_in_splittings
-- 'DoubletGTensor.sign_not_in_splittings' depends on axioms: [propext, Classical.choice, Quot.sound]
#print axioms DoubletGTensor.exists_pseudospin_rotation
-- 'DoubletGTensor.exists_pseudospin_rotation' depends on axioms: [propext, Classical.choice, Quot.sound]
```

## Matrix entries in place of Pauli algebra

The derivation by hand uses the product rule for Pauli matrices; the Lean proof works with explicit entries. The lemma `moment_eq` writes μ_a as a 2×2 matrix. In the two trace theorems, `simp only` multiplies out the entries, `push_cast` moves the real numbers into the complex ones, and what remains is polynomial algebra. In `det_eq_trace`, the intermediate result `h` is the value (i/4) det g found above. The calls to `linear_combination` with `Complex.I_sq` supply i² = −1.

## Basis changes inserted and removed

The theorem `traces_invariant` holds for arbitrary 2×2 matrices X, Y, Z. Its step `hm` removes U†U between two transformed operators, and `ht` is cyclicity of the trace. `SameDoublet.invariants` substitutes the transformed moments into the trace formulas and applies this theorem, taking Z = 1 where only the pair trace is wanted. The resulting equalities are between complex numbers, and `exact_mod_cast` returns them to the real entries of g.

## From the secular determinant to eigenvectors

The proof of `zeeman_secular` introduces the same n = gᵀB, writes H − E as an explicit matrix in `hz`, and expands its determinant. In `zeeman_energies`, `hQ` writes BᵀggᵀB as a sum of three squares, which allows `hs` to identify the square of the splitting with it. The step `h1` translates the existence of a nonzero eigenvector into a vanishing determinant. One direction then factorises

(E − Δ/2)(E + Δ/2) = 0

with Δ the splitting, and the other substitutes each root back.

## Axes, signs and rotations as matrix identities

In `principal_values`, `hD` conjugates ggᵀ by R to reach the diagonal matrix, and `hq` recognises r_iᵀ ggᵀ r_i as its i-th diagonal entry. For the determinant, `hr` records (det R)² = 1. The two non-negative numbers |det g| and γ_0 γ_1 γ_2 are then compared through their squares.

The first half of `sign_not_in_splittings` is the cancellation of two minus signs in (−g)(−g)ᵀ. The second half applies `SameDoublet.invariants` to a supposed basis change, obtains −det g = det g, and contradicts the hypothesis that det g is nonzero.

In `exists_pseudospin_rotation`, `h1` and `h2` are the inverse relations for g and gᵀ, and `h3` is g' = g(g⁻¹g'). The `calc` block is the calculation of RRᵀ given above, and the last lines cancel det g to obtain det R = 1.
